# A level shift \(\mu>0\) on a proper environment subspace limits the lowest orbital's leaked weight to \(2\|F\|/\mu\)

A projector-based embedding calculation that uses a level shift \(\mu\) to raise the environment orbitals in energy needs a value for it. Once the value is set, the calculation relies on the embedded orbitals staying almost entirely out of the environment space.

Let \(F\) be the one-electron operator without the shift, assumed bounded (as it is in any finite basis) with operator norm \(\|F\|\). Let \(K\) be the space spanned by the environment orbitals, and \(P\) the orthogonal projector onto \(K\). If \(K\) is not the whole space, \(\mu>0\), and the unit vector \(x\) minimises the energy of \(F+\mu P\), then

\[
\|Px\|^2\le \frac{2\|F\|}{\mu}.
\]

If \(F\) is also symmetric and \(\mu>\|F\|\), then \(\|Px\|\le\|F\|/(\mu-\|F\|)\), so the leaked weight falls at least as fast as \(1/\mu^2\). For electronic structure this bounds the leakage that remains at a finite shift in a non-interacting model, for the lowest orbital of a fixed \(F\). Higher occupied orbitals and the response of \(F\) to the density are not treated.

Each hypothesis is taken in turn below, with a small example of what happens without it; these examples are worked by hand and are not part of the Lean file.

## One fixed operator and its level shift

The orbital space `E` is a complex inner-product space, of any dimension unless stated otherwise.

```lean
import Mathlib

open Filter Topology

namespace ProjectorEmbedding

noncomputable section

variable {E : Type*} [NormedAddCommGroup E] [InnerProductSpace ℂ E]
```

Write \(\mathcal E_A(x)=\mathrm{Re}\langle x,Ax\rangle\) for the energy of an operator \(A\) in \(x\). For symmetric \(A\) the expectation value is already real.

```lean
/-- The real part of the expectation value of the operator `A` in the vector `x`. -/
def energy (A : E →L[ℂ] E) (x : E) : ℝ := (inner ℂ x (A x)).re
```

The embedded operator is \(F+\mu P\), with \(P\) written `K.starProjection`. The condition `K.HasOrthogonalProjection` says that this projector exists, which is automatic in finite dimension.

```lean
/-- The embedded operator `F + μ P`, where `P` projects orthogonally onto the
environment space `K`. -/
def shifted (F : E →L[ℂ] E) (K : Submodule ℂ E) [K.HasOrthogonalProjection] (μ : ℝ) :
    E →L[ℂ] E := F + (μ : ℂ) • K.starProjection
```

## The orbital is a normalised global minimiser

Physically, \(x\) is the lowest orbital of the embedded problem. The derivation compares its energy with that of a trial orbital, and the proof does so through the field `minimal`; the field `unit` fixes \(\|x\|=1\), so that \(\|Px\|^2\) is a fraction of one orbital.

```lean
/-- A normalised orbital that minimises the expectation value of `F + μ P` among all
normalised orbitals. -/
structure IsEmbeddedOrbital (F : E →L[ℂ] E) (K : Submodule ℂ E)
    [K.HasOrthogonalProjection] (μ : ℝ) (x : E) : Prop where
  unit : ‖x‖ = 1
  minimal : ∀ y : E, ‖y‖ = 1 → energy (shifted F K μ) x ≤ energy (shifted F K μ) y
```

Being an eigenvector is not enough. With \(F=0\), any unit vector in \(K\) is an eigenvector of \(F+\mu P\), with eigenvalue \(\mu\) and leaked weight 1, while the bound is 0.

## The environment projector is orthogonal

Orthogonality makes the energy penalty equal to \(\mu\) times the weight in the environment. Since \(P\) is symmetric and \(P^2=P\),

\[
\langle x,Px\rangle=\langle x,P^2x\rangle=\langle Px,Px\rangle=\|Px\|^2,
\]

and therefore

\[
\mathcal E_{F+\mu P}(x)=\mathcal E_F(x)+\mu\|Px\|^2 .
\]

The lemmas follow this order: `proj_idem` is \(P^2=P\), `re_inner_proj` is the first display, and `energy_shifted` is the second.

```lean
variable (F : E →L[ℂ] E) (K : Submodule ℂ E) [K.HasOrthogonalProjection]

lemma shifted_apply (μ : ℝ) (x : E) :
    shifted F K μ x = F x + (μ : ℂ) • K.starProjection x := rfl

lemma proj_idem (x : E) : K.starProjection (K.starProjection x) = K.starProjection x :=
  Submodule.starProjection_eq_self_iff.mpr (K.starProjection_apply_mem x)

lemma re_inner_self (x : E) : (inner ℂ x x).re = ‖x‖ ^ 2 :=
  inner_self_eq_norm_sq (𝕜 := ℂ) x

lemma re_inner_proj (x : E) :
    (inner ℂ x (K.starProjection x)).re = ‖K.starProjection x‖ ^ 2 := by
  have h := K.inner_starProjection_left_eq_right x (K.starProjection x)
  rw [proj_idem] at h
  rw [← h, re_inner_self]

/-- The level shift adds `μ` times the weight of the orbital in the environment space. -/
theorem energy_shifted (μ : ℝ) (x : E) :
    energy (shifted F K μ) x = energy F x + μ * ‖K.starProjection x‖ ^ 2 := by
  simp only [energy, shifted_apply, inner_add_right, inner_smul_right, Complex.add_re,
    Complex.re_ofReal_mul, re_inner_proj]
```

For an oblique projector the penalty can be negative. Take \(F=0\) and \(P=\begin{pmatrix}1&2\\0&0\end{pmatrix}\). The vector \((1,-1)/\sqrt2\) gives \(\langle x,Px\rangle=-\tfrac12\), so the minimum lies below zero and the minimiser has \(Px\ne0\) for every \(\mu>0\), although the bound is 0.

## The operator has a finite norm

The type `E →L[ℂ] E` makes \(F\) a bounded operator, as every matrix in a finite basis is. Its norm sets the energy scale against which \(\mu\) is measured. By Cauchy–Schwarz,

\[
|\mathcal E_F(x)|\le\|x\|\,\|Fx\|\le\|F\|\,\|x\|^2 .
\]

```lean
lemma abs_energy_le (x : E) : |energy F x| ≤ ‖F‖ * ‖x‖ ^ 2 := by
  calc |energy F x| ≤ ‖inner ℂ x (F x)‖ := Complex.abs_re_le_norm _
    _ ≤ ‖x‖ * ‖F x‖ := norm_inner_le_norm x (F x)
    _ ≤ ‖x‖ * (‖F‖ * ‖x‖) := mul_le_mul_of_nonneg_left (F.le_opNorm x) (norm_nonneg x)
    _ = ‖F‖ * ‖x‖ ^ 2 := by ring
```

Without a finite norm the bound has no right-hand side. This is the situation of the kinetic energy in the complete-basis limit.

## The environment leaves room for an active orbital

The hypothesis `K ≠ ⊤` says that some orbital lies outside \(K\). Choose \(v\notin K\) and set \(w=v-Pv\). Then \(w\neq0\) and \(Pw=Pv-P^2v=0\), so \(z=w/\|w\|\) is a unit trial orbital that does not feel the shift. The proof builds the same vector, with `norm_normalised` supplying its norm.

```lean
lemma norm_normalised {w : E} (hw : w ≠ 0) : ‖((‖w‖⁻¹ : ℝ) : ℂ) • w‖ = 1 := by
  rw [norm_smul, Complex.norm_real, norm_inv, norm_norm,
    inv_mul_cancel₀ (norm_ne_zero_iff.mpr hw)]

/-- If the environment does not fill the whole space, some normalised orbital has no
component in it. -/
theorem exists_active (hK : K ≠ ⊤) : ∃ z : E, ‖z‖ = 1 ∧ K.starProjection z = 0 := by
  obtain ⟨v, hv⟩ : ∃ v, v ∉ K := by
    by_contra h
    exact hK (eq_top_iff.mpr fun v _ => not_not.mp fun hn => h ⟨v, hn⟩)
  have hw : v - K.starProjection v ≠ 0 := fun h =>
    hv (Submodule.starProjection_eq_self_iff.mp (sub_eq_zero.mp h).symm)
  refine ⟨_, norm_normalised hw, ?_⟩
  rw [map_smul, map_sub, proj_idem, sub_self, smul_zero]
```

If \(K\) is the whole space, then \(P=1\) and every orbital has leaked weight 1, whatever the shift.

## Finite dimension guarantees that the orbital exists

The leakage bounds apply to any minimiser, in any dimension. Finite dimension is used only to show that there is one: the energy is continuous and the unit sphere is compact, so the minimum is attained. `Nontrivial E` ensures that the sphere is not empty.

```lean
/-- In a nonzero finite-dimensional orbital space an embedded orbital exists for every
level shift. -/
theorem exists_embeddedOrbital [FiniteDimensional ℂ E] [Nontrivial E] (μ : ℝ) :
    ∃ x, IsEmbeddedOrbital F K μ x := by
  have : ProperSpace E := FiniteDimensional.proper ℂ E
  obtain ⟨z, hz, -⟩ := exists_active (⊥ : Submodule ℂ E) bot_ne_top
  have hc : Continuous (energy (shifted F K μ)) := by
    unfold energy
    fun_prop
  -- a continuous function attains its minimum on the compact unit sphere
  obtain ⟨x, hx, hmin⟩ := (isCompact_sphere (0 : E) 1).exists_isMinOn
    ⟨z, mem_sphere_zero_iff_norm.mpr hz⟩ hc.continuousOn
  exact ⟨x, mem_sphere_zero_iff_norm.mp hx,
    fun y hy => hmin (mem_sphere_zero_iff_norm.mpr hy)⟩
```

In infinite dimension the minimum may not be attained. For multiplication by position on \(L^2(0,1)\), with \(K=\{0\}\), the energies of unit vectors come arbitrarily close to 0 but never reach it.

## A positive shift bounds the leaked weight

Let \(\varepsilon=\mathcal E_{F+\mu P}(x)\) be the energy of the embedded orbital. Comparison with the trial orbital \(z\) gives

\[
\varepsilon\le\mathcal E_{F+\mu P}(z)=\mathcal E_F(z)\le\|F\| .
\]

```lean
variable {F K} {μ : ℝ} {x : E}

/-- If the environment does not fill the whole space, the energy of an embedded orbital, level shift
included, is at most `‖F‖`. -/
theorem orbital_energy_le (hK : K ≠ ⊤) (hx : IsEmbeddedOrbital F K μ x) :
    energy (shifted F K μ) x ≤ ‖F‖ := by
  obtain ⟨z, hz, hPz⟩ := exists_active K hK
  have h := hx.minimal z hz
  have hb := (abs_le.mp (abs_energy_le F z)).2
  rw [energy_shifted F K μ z, hPz, norm_zero] at h
  rw [hz] at hb
  linarith
```

In the other direction \(\mathcal E_F(x)\ge-\|F\|\), so

\[
-\|F\|+\mu\|Px\|^2\le\varepsilon\le\|F\| .
\]

Hence \(\mu\|Px\|^2\le2\|F\|\), and the sign of \(\mu\) matters only now, in the division. In Lean this is `le_div_iff₀ hμ`, and `linarith` combines the inequalities.

```lean
/-- If the environment does not fill the whole space and the level shift is positive, the weight of
an embedded orbital in the environment space is at most `2‖F‖/μ`. -/
theorem leakage_sq_le (hK : K ≠ ⊤) (hμ : 0 < μ) (hx : IsEmbeddedOrbital F K μ x) :
    ‖K.starProjection x‖ ^ 2 ≤ 2 * ‖F‖ / μ := by
  have h := orbital_energy_le hK hx
  have hb := (abs_le.mp (abs_energy_le F x)).1
  rw [energy_shifted] at h
  rw [hx.unit] at hb
  rw [le_div_iff₀ hμ]
  linarith
```

For fixed \(F\) and \(K\), the leaked weight therefore tends to zero as the shift grows. The theorem takes one embedded orbital `o ν` for each shift \(\nu>0\), with no continuity in \(\nu\), and squeezes its weight between 0 and \(2\|F\|/\nu\).

```lean
/-- If the environment does not fill the whole space, then along any family of embedded orbitals,
one for each positive level shift, the weight in the environment space tends to zero as the level
shift grows without bound. -/
theorem leakage_tendsto_zero (hK : K ≠ ⊤) (o : ℝ → E)
    (ho : ∀ ν : ℝ, 0 < ν → IsEmbeddedOrbital F K ν (o ν)) :
    Tendsto (fun ν => ‖K.starProjection (o ν)‖ ^ 2) atTop (𝓝 0) := by
  refine squeeze_zero' (Eventually.of_forall fun ν => sq_nonneg _) ?_
    ((tendsto_const_nhds (x := 2 * ‖F‖)).div_atTop tendsto_id)
  filter_upwards [eventually_gt_atTop (0 : ℝ)] with ν hν
  exact leakage_sq_le hK hν (ho ν hν)
```

A negative shift attracts the orbital instead. With \(F=0\), \(\mu<0\) and \(K\neq\{0\}\), the minimisers lie in \(K\) and have leaked weight 1.

## Symmetry turns the minimum into an eigenvalue equation

A symmetric \(F\) is a Hermitian one-electron operator. Set \(A=F+\mu P-\varepsilon\), which is then symmetric too. Rescaling any nonzero \(y\) to unit length shows that \(\mathcal E_{F+\mu P}(y)\ge\varepsilon\|y\|^2\). So \(\mathcal E_A(y)\ge0\) for all \(y\), and \(\mathcal E_A(x)=0\). For real \(t\), symmetry gives \(\langle x,A(Ax)\rangle=\|Ax\|^2\), and thus

\[
0\le\mathcal E_A(x+tAx)=2t\|Ax\|^2+t^2\mathcal E_A(Ax).
\]

For small negative \(t\) the linear term would win, unless \(Ax=0\). The lemma draws the same conclusion from the discriminant, which requires \((2\|Ax\|^2)^2\le0\).

```lean
lemma apply_eq_zero_of_nonneg {A : E →L[ℂ] E}
    (hA : ∀ u v, inner ℂ (A u) v = inner ℂ u (A v))
    (hpos : ∀ y, 0 ≤ energy A y) (h0 : energy A x = 0) : A x = 0 := by
  have hs : (inner ℂ x (A (A x))).re = ‖A x‖ ^ 2 := by rw [← hA x (A x), re_inner_self]
  -- vary `x` along `A x`: the quadratic in `t` never becomes negative
  have hq : ∀ t : ℝ, 0 ≤ energy A (A x) * (t * t) + (2 * ‖A x‖ ^ 2) * t + 0 := by
    intro t
    have he : energy A (x + (t : ℂ) • A x)
        = energy A x + 2 * t * ‖A x‖ ^ 2 + t ^ 2 * energy A (A x) := by
      simp only [energy, map_add, map_smul, inner_add_left, inner_add_right,
        inner_smul_left, inner_smul_right, Complex.conj_ofReal, Complex.add_re,
        Complex.re_ofReal_mul, hs, re_inner_self]
      ring
    have h := hpos (x + (t : ℂ) • A x)
    rw [he, h0] at h
    linarith
  have hd := discrim_le_zero hq
  unfold discrim at hd
  by_contra hne
  have hn : 0 < ‖A x‖ := norm_pos_iff.mpr hne
  have : 0 < (2 * ‖A x‖ ^ 2) ^ 2 := by positivity
  linarith
```

Applied to this \(A\), the lemma yields \((F+\mu P)x=\varepsilon x\). The three goals after `refine` are the symmetry of \(A\), its nonnegative energy, and its zero energy at \(x\).

```lean
/-- For symmetric `F`, an embedded orbital is an eigenvector of `F + μ P`, with its
energy as eigenvalue. -/
theorem orbital_equation (hF : (F : E →ₗ[ℂ] E).IsSymmetric)
    (hx : IsEmbeddedOrbital F K μ x) :
    shifted F K μ x = (energy (shifted F K μ) x : ℂ) • x := by
  have hF' : ∀ u v, inner ℂ (F u) v = inner ℂ u (F v) := fun u v => hF u v
  obtain ⟨e, he⟩ : ∃ e, e = energy (shifted F K μ) x := ⟨_, rfl⟩
  obtain ⟨A, hA⟩ : ∃ A : E →L[ℂ] E, ∀ y, A y = shifted F K μ y - (e : ℂ) • y :=
    ⟨shifted F K μ - (e : ℂ) • ContinuousLinearMap.id ℂ E, fun _ => rfl⟩
  have hE : ∀ y, energy A y = energy (shifted F K μ) y - e * ‖y‖ ^ 2 := by
    intro y
    simp only [energy, hA, inner_sub_right, inner_smul_right, Complex.sub_re,
      Complex.re_ofReal_mul, re_inner_self]
  rw [← he]
  refine sub_eq_zero.mp ((hA x).symm.trans (apply_eq_zero_of_nonneg ?_ ?_ ?_))
  · intro u v
    simp only [hA, shifted_apply, inner_sub_left, inner_sub_right, inner_add_left,
      inner_add_right, inner_smul_left, inner_smul_right, Complex.conj_ofReal, hF',
      K.inner_starProjection_left_eq_right]
  · -- the variational principle for vectors of any length
    intro y
    rw [hE]
    by_cases hy : y = 0
    · simp [hy, energy]
    have hp : 0 < ‖y‖ := norm_pos_iff.mpr hy
    have h := hx.minimal _ (norm_normalised hy)
    have hs : energy (shifted F K μ) (((‖y‖⁻¹ : ℝ) : ℂ) • y)
        = energy (shifted F K μ) y / ‖y‖ ^ 2 := by
      simp only [energy, map_smul, inner_smul_left, inner_smul_right,
        Complex.conj_ofReal, Complex.re_ofReal_mul]
      field_simp
    rw [hs, ← he, le_div_iff₀ (by positivity)] at h
    linarith
  · rw [hE, hx.unit, ← he]
    ring
```

Without symmetry the equation can fail. For \(F=\begin{pmatrix}0&1\\-1&0\end{pmatrix}\) and \(K=\{0\}\), the real part of every expectation value is zero, so every unit vector is a minimiser, yet \((1,0)\) is not an eigenvector. The first leakage bound does not use symmetry.

## A shift above \(\|F\|\) gives the faster decay

The shift must now exceed the energy scale of \(F\). Taking the inner product of the eigenvalue equation with \(Px\), and using \(\langle Px,x\rangle=\|Px\|^2\), gives

\[
\mathrm{Re}\langle Px,Fx\rangle+\mu\|Px\|^2=\varepsilon\|Px\|^2 .
\]

By Cauchy–Schwarz, \(-\mathrm{Re}\langle Px,Fx\rangle\le\|Px\|\,\|F\|\). Together with \(\varepsilon\le\|F\|\) this yields

\[
(\mu-\|F\|)\|Px\|^2\le(\mu-\varepsilon)\|Px\|^2\le\|F\|\,\|Px\| .
\]

If \(Px=0\), the bound holds at once. Otherwise divide by \(\|Px\|\) and by \(\mu-\|F\|>0\). In the proof, `h` is the projected equation, `hc` the Cauchy–Schwarz estimate, and `rcases` separates the two cases.

```lean
/-- If the environment does not fill the whole space, then for symmetric `F` and a level shift above
`‖F‖`, the environment component of an embedded orbital has norm at most `‖F‖/(μ - ‖F‖)`. -/
theorem leakage_le (hF : (F : E →ₗ[ℂ] E).IsSymmetric) (hK : K ≠ ⊤) (hμ : ‖F‖ < μ)
    (hx : IsEmbeddedOrbital F K μ x) :
    ‖K.starProjection x‖ ≤ ‖F‖ / (μ - ‖F‖) := by
  have he := orbital_energy_le hK hx
  -- project the orbital equation on the environment component
  have h := congrArg (fun v => (inner ℂ (K.starProjection x) v).re)
    (orbital_equation hF hx)
  simp only [shifted_apply, inner_add_right, inner_smul_right, Complex.add_re,
    Complex.re_ofReal_mul, re_inner_self] at h
  rw [K.inner_starProjection_left_eq_right x x, re_inner_proj] at h
  have hc : |(inner ℂ (K.starProjection x) (F x)).re| ≤ ‖K.starProjection x‖ * ‖F‖ := by
    have hFx := F.le_opNorm x
    rw [hx.unit, mul_one] at hFx
    exact (Complex.abs_re_le_norm _).trans ((norm_inner_le_norm _ _).trans
      (mul_le_mul_of_nonneg_left hFx (norm_nonneg _)))
  have hl := (abs_le.mp hc).1
  rw [le_div_iff₀ (sub_pos.mpr hμ)]
  rcases (norm_nonneg (K.starProjection x)).eq_or_lt with h0 | hp
  · rw [← h0, zero_mul]
    exact norm_nonneg F
  · refine le_of_mul_le_mul_left ?_ hp
    have hm := mul_nonneg (sub_nonneg.mpr he) (sq_nonneg ‖K.starProjection x‖)
    linarith

end

end ProjectorEmbedding
```

Below \(\|F\|\) the right-hand side is negative or, for \(F=0\), zero, and the orbital may sit wholly in the environment. In \(\mathbb C^2\), let \(K\) be the first axis, \(F=-P\) and \(\mu=\tfrac12\). Then \(F+\mu P=-\tfrac12P\), whose minimiser \((1,0)\) has leaked weight 1.

```lean
#print axioms ProjectorEmbedding.energy_shifted
#print axioms ProjectorEmbedding.exists_embeddedOrbital
#print axioms ProjectorEmbedding.leakage_tendsto_zero
#print axioms ProjectorEmbedding.leakage_le
```

```
'ProjectorEmbedding.energy_shifted' depends on axioms: [propext, Classical.choice, Quot.sound]
'ProjectorEmbedding.exists_embeddedOrbital' depends on axioms: [propext, Classical.choice, Quot.sound]
'ProjectorEmbedding.leakage_tendsto_zero' depends on axioms: [propext, Classical.choice, Quot.sound]
'ProjectorEmbedding.leakage_le' depends on axioms: [propext, Classical.choice, Quot.sound]
```
